# Two quarter turns reduce a stiffness tensor with minor symmetries to C11, C12 and C44

To obtain the elastic constants of an unstressed cubic crystal from total energies, in linear elasticity, one can strain the cell in three suitably chosen ways and fit three numbers. This rests on symmetry: a stiffness tensor that is unchanged by 90 degree rotations about x and z has only the constants C11, C12 and C44. The tensor is assumed to have the minor symmetries, explained below.

## Components, rotations and the Voigt matrix

The stiffness tensor $C_{ijkl}$ relates stress to strain, $\sigma_{ij}=\sum_{kl}C_{ijkl}e_{kl}$. Its indices run over 0, 1, 2 for x, y, z, as in Lean. A matrix $R$ acts on all four indices:

$$(RC)_{ijkl}=\sum_{abcd}R_{ia}R_{jb}R_{kc}R_{ld}\,C_{abcd}.$$

```lean
import Mathlib

open Matrix

namespace CubicElasticity

noncomputable section

/-- Real rank-four tensors on three-dimensional space. -/
abbrev Tensor4 := Fin 3 → Fin 3 → Fin 3 → Fin 3 → ℝ

/-- The tensor `C` transformed by the matrix `R`, which acts on all four indices. -/
def rotate (R : Matrix (Fin 3) (Fin 3) ℝ) (C : Tensor4) : Tensor4 := fun i j k l =>
  ∑ a, ∑ b, ∑ c, ∑ d, R i a * R j b * R k c * R l d * C a b c d
```

The minor symmetries are $C_{ijkl}=C_{jikl}=C_{ijlk}$. `MinorSymm` states them, and the two rotations are explicit matrices along the coordinate axes.

```lean
/-- The minor symmetries: `C` is symmetric in its first two and in its last two indices. -/
def MinorSymm (C : Tensor4) : Prop :=
  ∀ i j k l, C i j k l = C j i k l ∧ C i j k l = C i j l k

/-- The rotation by 90 degrees about the x axis. -/
def quarterTurnX : Matrix (Fin 3) (Fin 3) ℝ := !![1, 0, 0; 0, 0, -1; 0, 1, 0]

/-- The rotation by 90 degrees about the z axis. -/
def quarterTurnZ : Matrix (Fin 3) (Fin 3) ℝ := !![0, -1, 0; 1, 0, 0; 0, 0, 1]
```

The Voigt matrix reads off $C$ at six index pairs. Its rows 0 to 5 are the usual Voigt labels 1 to 6, so C44 is $C_{1212}$. Where they are not indices, $a,b,c$ stand for C11, C12, C44, and $\delta_{ij}$ is the Kronecker delta.

```lean
/-- The index pairs in Voigt order: xx, yy, zz, yz, xz, xy, with x, y, z numbered 0, 1, 2. -/
def voigtPair : Fin 6 → Fin 3 × Fin 3 := ![(0, 0), (1, 1), (2, 2), (1, 2), (0, 2), (0, 1)]

/-- The 6 by 6 Voigt matrix of a rank-four tensor. -/
def voigt (C : Tensor4) : Matrix (Fin 6) (Fin 6) ℝ := fun I J =>
  C (voigtPair I).1 (voigtPair I).2 (voigtPair J).1 (voigtPair J).2

/-- The cubic form of the Voigt matrix, with constants `a` = C11, `b` = C12, `c` = C44. -/
def cubicVoigt (a b c : ℝ) : Matrix (Fin 6) (Fin 6) ℝ :=
  !![a, b, b, 0, 0, 0; b, a, b, 0, 0, 0; b, b, a, 0, 0, 0;
     0, 0, 0, c, 0, 0; 0, 0, 0, 0, c, 0; 0, 0, 0, 0, 0, c]

/-- The Kronecker delta. -/
def δ (i j : Fin 3) : ℝ := if i = j then 1 else 0
```

The same three constants define a tensor in index form:

$$b\,\delta_{ij}\delta_{kl}+c(\delta_{ik}\delta_{jl}+\delta_{il}\delta_{jk})+(a-b-2c)\,\delta_{ij}\delta_{kl}\delta_{ik}.$$

```lean
/-- The tensor with cubic constants `a` = C11, `b` = C12, `c` = C44, in index form. -/
def cubicTensor (a b c : ℝ) : Tensor4 := fun i j k l =>
  b * (δ i j * δ k l) + c * (δ i k * δ j l + δ i l * δ j k)
    + (a - b - 2 * c) * (δ i j * δ k l * δ i k)
```

## Invariance under the quarter turns about x and z

Physically, this hypothesis says that the stiffness shares the crystal's fourfold axes, which must lie along x and z. In zincblende those axes are rotoinversions, but the extra sign cancels over four indices, so the hypothesis still holds. Pyrite is cubic but has no fourfold axes of either kind. Its stiffness has the same three constants, but there the argument uses the twofold and threefold axes together with the major symmetry, and it is not given here.

Both turns are signed permutations, $R_{ia}=s_i\,\delta_{a,p(i)}$, where $p$ permutes the axes and $s_i=\pm1$. Only one term of the sum survives, and invariance becomes

$$C_{ijkl}=s_is_js_ks_l\,C_{p(i)p(j)p(k)p(l)}.$$

```lean
/-- The matrix that permutes the axes by `p` and multiplies row `i` by `s i`. -/
def signedPerm (p : Equiv.Perm (Fin 3)) (s : Fin 3 → ℝ) : Matrix (Fin 3) (Fin 3) ℝ :=
  fun i a => if a = p i then s i else 0

/-- A signed permutation of the axes carries each tensor component to a multiple of a single
component. -/
theorem rotate_signedPerm (p : Equiv.Perm (Fin 3)) (s : Fin 3 → ℝ) (C : Tensor4)
    (i j k l : Fin 3) : rotate (signedPerm p s) C i j k l =
      s i * s j * s k * s l * C (p i) (p j) (p k) (p l) := by
  unfold rotate
  rw [Finset.sum_eq_single (p i), Finset.sum_eq_single (p j),
    Finset.sum_eq_single (p k), Finset.sum_eq_single (p l)]
  all_goals simp +contextual [signedPerm]
```

The proof turns on `Finset.sum_eq_single`, which replaces a sum by one term once all the others are shown to vanish. Four uses collapse the 81-term sum. The side conditions go to `simp +contextual`, which may use the assumption that an index differs from `p i` to evaluate the matrix entry as zero.

For the x turn, $p$ swaps 1 and 2 and $s=(1,-1,1)$. For the z turn, $p$ swaps 0 and 1 and $s=(-1,1,1)$.

```lean
lemma quarterTurnX_eq : quarterTurnX = signedPerm (Equiv.swap 1 2) ![1, -1, 1] := by
  ext i j
  fin_cases i <;> fin_cases j <;> simp [quarterTurnX, signedPerm, Equiv.swap_apply_def]

lemma quarterTurnZ_eq : quarterTurnZ = signedPerm (Equiv.swap 0 1) ![-1, 1, 1] := by
  ext i j
  fin_cases i <;> fin_cases j <;> simp [quarterTurnZ, signedPerm, Equiv.swap_apply_def]
```

Applying the x turn twice gives a half turn, which reverses axes 1 and 2. A component with an odd number of indices 0 then equals its own negative and vanishes. The half turn about z likewise removes components with an odd number of indices 2. In the survivors every index value occurs an even number of times, which leaves only the upper-left block and the diagonal of the Voigt matrix.

```lean
/-- If a tensor is invariant under a signed axis permutation whose permutation is an involution,
every component that changes sign under two successive applications vanishes. -/
theorem eq_zero_of_twice {C : Tensor4} (p : Equiv.Perm (Fin 3)) (s : Fin 3 → ℝ)
    (hp : ∀ i, p (p i) = i) (h : rotate (signedPerm p s) C = C) (i j k l : Fin 3)
    (hs : s i * s j * s k * s l * (s (p i) * s (p j) * s (p k) * s (p l)) = -1) :
    C i j k l = 0 := by
  have e : ∀ i j k l, C i j k l = s i * s j * s k * s l * C (p i) (p j) (p k) (p l) := by
    intro i j k l
    rw [← rotate_signedPerm, h]
  have e1 := e i j k l
  have e2 := e (p i) (p j) (p k) (p l)
  simp only [hp] at e2
  linear_combination (1 / 2) * e1 + (1 / 2) * (s i * s j * s k * s l) * e2
    + (1 / 2) * C i j k l * hs
```

The single turns identify what remains, with all signs squared away:

- $C_{1111}=C_{0000}$ by z, and $C_{2222}=C_{1111}$ by x.
- $C_{0022}=C_{0011}$ by x, $C_{1122}=C_{0022}$ by z, $C_{1100}=C_{0011}$ by z, $C_{2200}=C_{1100}$ by x, and $C_{2211}=C_{2200}$ by z.
- $C_{0202}=C_{1212}$ by z, and $C_{0101}=C_{0202}$ by x.

This is the cubic form. With the z turn alone it fails: the tensor whose only nonzero component is $C_{2222}=1$ is invariant about z, but has C33 different from C11. For the x turn alone, $C_{0000}=1$ does the same.

## Symmetry within each index pair

The first minor symmetry expresses a symmetric stress, hence no internal torque. The second says that only the symmetric part of the displacement gradient produces stress.

The derivation needs this for the converse. Every pair $(i,j)$ or its reversal is in the Voigt list, so the Voigt matrix fixes the whole tensor. A cubic Voigt matrix therefore forces $C$ to be the delta expression above.

```lean
/-- A tensor with the minor symmetries is determined by its Voigt matrix. -/
theorem voigt_injective {C D : Tensor4} (hC : MinorSymm C) (hD : MinorSymm D)
    (h : voigt C = voigt D) : C = D := by
  have key : ∀ i j, ∃ I, voigtPair I = (i, j) ∨ voigtPair I = (j, i) := by decide
  funext i j k l
  obtain ⟨I, hI⟩ := key i j
  obtain ⟨J, hJ⟩ := key k l
  have e := congrFun (congrFun h I) J
  unfold voigt at e
  rcases hI with hI | hI <;> rcases hJ with hJ | hJ <;> simp only [hI, hJ] at e <;>
    linarith [(hC i j k l).1, (hC i j k l).2, (hC j i k l).2,
      (hD i j k l).1, (hD i j k l).2, (hD j i k l).2]

lemma δ_comm (i j : Fin 3) : δ i j = δ j i := by simp [δ, eq_comm]

lemma cubicTensor_minor (a b c : ℝ) : MinorSymm (cubicTensor a b c) := by
  have q : ∀ i j k, δ i j * δ i k = δ i j * δ j k := by
    intro i j k
    rcases eq_or_ne i j with rfl | h
    · rfl
    · simp [δ, h]
  intro i j k l
  unfold cubicTensor
  rw [δ_comm j i, δ_comm l k]
  constructor
  · linear_combination (a - b - 2 * c) * δ k l * q i j k
  · rw [δ_comm i k, δ_comm i l]
    linear_combination (a - b - 2 * c) * δ i j * q k l i

/-- A tensor with the minor symmetries and a Voigt matrix of cubic form is the cubic tensor
with the same three constants. -/
theorem eq_cubicTensor {C : Tensor4} (hC : MinorSymm C) {a b c : ℝ}
    (h : voigt C = cubicVoigt a b c) : C = cubicTensor a b c := by
  refine voigt_injective hC (cubicTensor_minor a b c) (h.trans ?_)
  ext I J
  fin_cases I <;> fin_cases J <;>
    simp [voigt, voigtPair, cubicTensor, cubicVoigt, δ] <;> ring
```

That expression is invariant under any signed permutation: $\delta_{p(i)p(j)}=\delta_{ij}$, and $s_is_j\delta_{ij}=\delta_{ij}$ because $s_i^2=1$. Two quarter turns thus already bring invariance under all 48 signed permutations of the axes.

```lean
/-- The cubic tensor is invariant under every permutation of the axes combined with any
reversals of axes. -/
theorem cubicTensor_invariant (a b c : ℝ) (p : Equiv.Perm (Fin 3)) (s : Fin 3 → ℝ)
    (hs : ∀ i, s i * s i = 1) :
    rotate (signedPerm p s) (cubicTensor a b c) = cubicTensor a b c := by
  have hp : ∀ i j, δ (p i) (p j) = δ i j := by intro i j; simp [δ]
  have h : ∀ i j, s i * s j * δ i j = δ i j := by
    intro i j
    rcases eq_or_ne i j with rfl | hij
    · rw [hs, one_mul]
    · simp [δ, hij]
  funext i j k l
  rw [rotate_signedPerm]
  -- the signs pair up along the Kronecker deltas
  calc _ = b * ((s i * s j * δ i j) * (s k * s l * δ k l))
        + c * ((s i * s k * δ i k) * (s j * s l * δ j l)
          + (s i * s l * δ i l) * (s j * s k * δ j k))
        + (a - b - 2 * c) * ((s i * s j * δ i j) * (s k * s l * δ k l) * δ i k) := by
          simp only [cubicTensor, hp]; ring
    _ = _ := by simp only [h, cubicTensor]
```

Without the minor symmetries the converse fails. If $C_{1000}=1$ is the only nonzero component, the Voigt matrix is zero, which is of cubic form, yet the half turn about x reverses the tensor.

The main theorem joins both directions. In the forward part, `vx` and `vz` supply the vanishing components and `e1` to `e9` the nine identifications, after which all 36 entries are checked. The hypothesis `hC` enters only in the converse, through `eq_cubicTensor`.

```lean
/-- A tensor with the minor symmetries is invariant under the 90 degree rotations about the
x and z axes if and only if its Voigt matrix has the cubic form with three constants. -/
theorem quarterTurns_iff_cubic {C : Tensor4} (hC : MinorSymm C) :
    (rotate quarterTurnX C = C ∧ rotate quarterTurnZ C = C) ↔
      ∃ c11 c12 c44, voigt C = cubicVoigt c11 c12 c44 := by
  constructor
  · rintro ⟨hx, hz⟩
    rw [quarterTurnX_eq] at hx
    rw [quarterTurnZ_eq] at hz
    have X := fun i j k l => (congrFun (congrFun (congrFun (congrFun hx i) j) k) l).symm
    have Z := fun i j k l => (congrFun (congrFun (congrFun (congrFun hz i) j) k) l).symm
    simp only [rotate_signedPerm] at X Z
    -- half turns remove components, quarter turns identify the remaining ones
    have vx := eq_zero_of_twice _ _ (by decide) hx
    have vz := eq_zero_of_twice _ _ (by decide) hz
    have e1 : C 1 1 1 1 = C 0 0 0 0 := by simpa [Equiv.swap_apply_def] using Z 1 1 1 1
    have e2 : C 2 2 2 2 = C 1 1 1 1 := by simpa [Equiv.swap_apply_def] using X 2 2 2 2
    have e3 : C 0 0 2 2 = C 0 0 1 1 := by simpa [Equiv.swap_apply_def] using X 0 0 2 2
    have e4 : C 1 1 2 2 = C 0 0 2 2 := by simpa [Equiv.swap_apply_def] using Z 1 1 2 2
    have e5 : C 1 1 0 0 = C 0 0 1 1 := by simpa [Equiv.swap_apply_def] using Z 1 1 0 0
    have e6 : C 2 2 0 0 = C 1 1 0 0 := by simpa [Equiv.swap_apply_def] using X 2 2 0 0
    have e7 : C 2 2 1 1 = C 2 2 0 0 := by simpa [Equiv.swap_apply_def] using Z 2 2 1 1
    have e8 : C 0 2 0 2 = C 1 2 1 2 := by simpa [Equiv.swap_apply_def] using Z 0 2 0 2
    have e9 : C 0 1 0 1 = C 0 2 0 2 := by simpa [Equiv.swap_apply_def] using X 0 1 0 1
    refine ⟨C 0 0 0 0, C 0 0 1 1, C 1 2 1 2, ?_⟩
    ext I J
    fin_cases I <;> fin_cases J <;>
      simp [voigt, voigtPair, cubicVoigt, e1, e2, e3, e4, e5, e6, e7, e8, e9, vx, vz,
        Equiv.swap_apply_def]
  · rintro ⟨a, b, c, h⟩
    rw [eq_cubicTensor hC h, quarterTurnX_eq, quarterTurnZ_eq]
    constructor <;> apply cubicTensor_invariant <;> intro i <;> fin_cases i <;> simp
```

## Major symmetry as a consequence

The major symmetry $C_{ijkl}=C_{klij}$ usually comes from the existence of an elastic energy. Here it is not assumed: the delta expression is unchanged when the pairs are exchanged.

```lean
/-- For a tensor with the minor symmetries, invariance under the quarter turns about x and z
implies the major symmetry. -/
theorem major_of_quarterTurns {C : Tensor4} (hC : MinorSymm C)
    (hx : rotate quarterTurnX C = C) (hz : rotate quarterTurnZ C = C) (i j k l : Fin 3) :
    C i j k l = C k l i j := by
  obtain ⟨a, b, c, h⟩ := (quarterTurns_iff_cubic hC).1 ⟨hx, hz⟩
  rw [eq_cubicTensor hC h]
  unfold cubicTensor
  rw [δ_comm k i, δ_comm l j, δ_comm k j, δ_comm l i]
  ring
```

## Symmetric, nonzero strains in the stability criterion

The energy density is $U=\tfrac12\sum_{ijkl} C_{ijkl}e_{ij}e_{kl}$. For a symmetric strain each shear component appears four times in the sum, so

$$U=\tfrac a2(e_{00}^2+e_{11}^2+e_{22}^2)+b(e_{00}e_{11}+e_{11}e_{22}+e_{00}e_{22})+2c(e_{12}^2+e_{02}^2+e_{01}^2).$$

Here $e_{12}$ is the tensor strain, half the engineering shear.

```lean
/-- The elastic energy density of the strain `e` in a medium with stiffness tensor `C`. -/
def strainEnergy (C : Tensor4) (e : Matrix (Fin 3) (Fin 3) ℝ) : ℝ :=
  1 / 2 * ∑ i, ∑ j, ∑ k, ∑ l, C i j k l * e i j * e k l

/-- The energy density of a symmetric strain in a cubic medium, in terms of C11, C12, C44. -/
theorem strainEnergy_cubic (a b c : ℝ) {e : Matrix (Fin 3) (Fin 3) ℝ} (he : e.IsSymm) :
    strainEnergy (cubicTensor a b c) e =
      a / 2 * (e 0 0 ^ 2 + e 1 1 ^ 2 + e 2 2 ^ 2)
      + b * (e 0 0 * e 1 1 + e 1 1 * e 2 2 + e 0 0 * e 2 2)
      + 2 * c * (e 1 2 ^ 2 + e 0 2 ^ 2 + e 0 1 ^ 2) := by
  simp [strainEnergy, cubicTensor, δ, Fin.sum_univ_three, he.apply 0 1, he.apply 0 2,
    he.apply 1 2]
  ring
```

The part with $a$ and $b$ splits into squares:

$$\tfrac{a+2b}{6}(e_{00}+e_{11}+e_{22})^2+\tfrac{a-b}{6}\left[(e_{00}-e_{11})^2+(e_{11}-e_{22})^2+(e_{00}-e_{22})^2\right].$$

If $a-b$, $a+2b$ and $c$ are positive, $U\le0$ makes every square vanish, and then $e=0$. Conversely, the strains $\mathrm{diag}(1,-1,0)$, $\mathrm{diag}(1,1,1)$ and $e_{12}=e_{21}=1$ have energies $a-b$, $\tfrac32(a+2b)$ and $2c$, so all three must be positive. The Lean proof uses the same test strains and the same squares.

Symmetry of the strain excludes infinitesimal rotations. An antisymmetric $e$ has zero energy by the minor symmetries, so positivity for all nonzero matrices would be false; $e=0$ is excluded for the same reason. The cubic form is a hypothesis too: in a less symmetric crystal further constants enter $U$, and these three inequalities do not settle its sign. The criterion concerns uniform strain of an unstressed crystal, not phonons at finite wavevector.

Take invented values $a=100$, $b=120$, $c=50$ GPa. A dilation $e=0.01\,\mathrm{diag}(1,1,1)$ costs $\tfrac32\cdot340\cdot10^{-4}=0.051$ GPa, and the shear $e_{12}=e_{21}=0.01$ costs $0.01$ GPa. But $e=0.01\,\mathrm{diag}(1,-1,0)$ gives $-20\cdot10^{-4}=-0.002$ GPa, so the crystal is unstable.

```lean
/-- Born stability criterion: for a tensor with the minor symmetries and cubic Voigt matrix,
every nonzero symmetric strain costs energy if and only if C11 - C12, C11 + 2 C12 and C44 are
positive. -/
theorem born_stability {C : Tensor4} (hC : MinorSymm C) {a b c : ℝ}
    (h : voigt C = cubicVoigt a b c) :
    (∀ e : Matrix (Fin 3) (Fin 3) ℝ, e.IsSymm → e ≠ 0 → 0 < strainEnergy C e) ↔
      0 < a - b ∧ 0 < a + 2 * b ∧ 0 < c := by
  rw [eq_cubicTensor hC h]
  constructor
  · intro H
    have T : ∀ x y z u : ℝ, (x ≠ 0 ∨ u ≠ 0) →
        0 < a / 2 * (x ^ 2 + y ^ 2 + z ^ 2) + b * (x * y + y * z + x * z)
          + 2 * c * u ^ 2 := by
      intro x y z u hxu
      have hs : (!![x, 0, 0; 0, y, u; 0, u, z] : Matrix (Fin 3) (Fin 3) ℝ).IsSymm := by
        apply Matrix.IsSymm.ext
        intro i j
        fin_cases i <;> fin_cases j <;> simp
      have t := H _ hs (by
        intro h0
        have h1 : x = 0 := by simpa using congrFun (congrFun h0 0) 0
        have h2 : u = 0 := by simpa using congrFun (congrFun h0 1) 2
        exact hxu.elim (fun g => g h1) (fun g => g h2))
      rw [strainEnergy_cubic a b c hs] at t
      simpa using t
    -- test strains: diag(1, -1, 0), diag(1, 1, 1), and the shear with entries 1 2 and 2 1 equal to 1
    exact ⟨by linarith [T 1 (-1) 0 0 (by simp)], by linarith [T 1 1 1 0 (by simp)],
      by linarith [T 0 0 0 1 (by simp)]⟩
  · rintro ⟨h1, h2, h3⟩ e he hne
    rw [strainEnergy_cubic a b c he]
    by_contra hneg
    apply hne
    -- the energy splits into squares of the trace, of diagonal differences and of shear entries
    have p1 := mul_nonneg h2.le (sq_nonneg (e 0 0 + e 1 1 + e 2 2))
    have p2 := mul_nonneg h1.le (add_nonneg (add_nonneg (sq_nonneg (e 0 0 - e 1 1))
      (sq_nonneg (e 1 1 - e 2 2))) (sq_nonneg (e 0 0 - e 2 2)))
    have p3 := mul_nonneg h3.le (add_nonneg (add_nonneg (sq_nonneg (e 1 2))
      (sq_nonneg (e 0 2))) (sq_nonneg (e 0 1)))
    have z1 := (mul_eq_zero.1 (le_antisymm (by linarith) p1)).resolve_left h2.ne'
    have z2 := (mul_eq_zero.1 (le_antisymm (by linarith) p2)).resolve_left h1.ne'
    have z3 := (mul_eq_zero.1 (le_antisymm (by linarith) p3)).resolve_left h3.ne'
    have d0 : e 0 0 = 0 := pow_eq_zero_iff two_ne_zero |>.1 (by
      linarith [sq_nonneg (e 0 0), sq_nonneg (e 1 1), sq_nonneg (e 2 2)])
    have d1 : e 1 1 = 0 := pow_eq_zero_iff two_ne_zero |>.1 (by
      linarith [sq_nonneg (e 0 0), sq_nonneg (e 1 1), sq_nonneg (e 2 2)])
    have d2 : e 2 2 = 0 := pow_eq_zero_iff two_ne_zero |>.1 (by
      linarith [sq_nonneg (e 0 0), sq_nonneg (e 1 1), sq_nonneg (e 2 2)])
    have s0 : e 1 2 = 0 := pow_eq_zero_iff two_ne_zero |>.1 (by
      linarith [sq_nonneg (e 1 2), sq_nonneg (e 0 2), sq_nonneg (e 0 1)])
    have s1 : e 0 2 = 0 := pow_eq_zero_iff two_ne_zero |>.1 (by
      linarith [sq_nonneg (e 1 2), sq_nonneg (e 0 2), sq_nonneg (e 0 1)])
    have s2 : e 0 1 = 0 := pow_eq_zero_iff two_ne_zero |>.1 (by
      linarith [sq_nonneg (e 1 2), sq_nonneg (e 0 2), sq_nonneg (e 0 1)])
    ext i j
    fin_cases i <;> fin_cases j <;>
      simp [d0, d1, d2, s0, s1, s2, he.apply 0 1, he.apply 0 2, he.apply 1 2]

end

end CubicElasticity
```

```lean
#print axioms CubicElasticity.major_of_quarterTurns
-- 'CubicElasticity.major_of_quarterTurns' depends on axioms: [propext, Classical.choice, Quot.sound]
#print axioms CubicElasticity.born_stability
-- 'CubicElasticity.born_stability' depends on axioms: [propext, Classical.choice, Quot.sound]
```
